# Young's inequality for a summable kernel and a square-summable signal on a finite group

## Kernel, signal and convolution

Let $G$ be a finite group, written multiplicatively, with identity $1$; it need not be commutative. A kernel $f$ and a signal $g$ are arbitrary functions $G\to\mathbb C$. Their convolution is

$$(f*g)(x)=\sum_{y\in G} f(y)\,g(y^{-1}x).$$

The strength of the kernel and the power of the signal are

$$S=\sum_y |f(y)|,\qquad P(g)=\sum_x |g(x)|^2 .$$

All sums run over $G$ with weight one, without a factor $1/|G|$.

For a Born-von Karman ring of $N$ sites, $G$ is the cyclic group of lattice translations, whose elements also label the sites, and $y^{-1}x$ is the site $x-y$ modulo $N$. Then $f*g$ is the output of a linear, translation-invariant response, and $f(y)\,g(y^{-1}x)$ is the part of the output at $x$ that comes from displacement $y$.

## The bound and its equality cases

For all $f$ and $g$,

$$P(f*g)\le S^2\,P(g).$$

Equality holds exactly when

$$S\,f(y)\,g(y^{-1}x)=|f(y)|\,(f*g)(x)\quad\text{for all }x,y. \tag{1}$$

In particular, it holds when $f$ is nonnegative and $g$ is constant. For a linear, translation-invariant response on a finite periodic lattice, the bound says that the output power is at most $S^2$ times the input power.

Young's inequality in general relates three exponents. Here they are fixed: the kernel is measured by its absolute sum, and signal and output by their sums of squares.

## A variance identity for amplitudes

Take real weights $w_i$ and complex amplitudes $v_i$, and set $W=\sum_i w_i$ and $h=\sum_i w_i v_i$. Expanding the square gives

$$\sum_i w_i|Wv_i-h|^2=W^2\sum_i w_i|v_i|^2-2W\,\mathrm{Re}\Big(\bar h\sum_i w_iv_i\Big)+W|h|^2 .$$

The middle term is $-2W|h|^2$, so

$$\sum_i w_i|Wv_i-h|^2=W\Big(W\sum_i w_i|v_i|^2-|h|^2\Big). \tag{2}$$

## The gap as a sum of mismatches

Write $f(y)=|f(y)|\,u(y)$ with $|u(y)|=1$. At fixed $x$, use (2) with $w_y=|f(y)|$ and $v_y=u(y)g(y^{-1}x)$. Then $W=S$ and $h=(f*g)(x)$. Define the mismatch

$$m(x,y)=|f(y)|\,\big|S\,u(y)g(y^{-1}x)-(f*g)(x)\big|^2\ge 0 .$$

Now sum over $x$. For each $y$ the map $x\mapsto y^{-1}x$ permutes $G$, so $\sum_x|g(y^{-1}x)|^2=P(g)$, and therefore

$$\sum_{x,y}m(x,y)=S\,\big(S^2P(g)-P(f*g)\big). \tag{3}$$

If $S>0$, the bracket is nonnegative, which is the inequality. If $S=0$, then $f=0$ and both sides of the inequality vanish.

For equality with $S>0$, every mismatch must be zero. So for each $x,y$ either $f(y)=0$ or $S\,u(y)g(y^{-1}x)=(f*g)(x)$. Multiplying by $|f(y)|$ turns this into (1), and the step can be reversed wherever $f(y)\neq0$. If $S=0$, equality and (1) both hold trivially.

## Matching Bloch phases saturate the bound

Let $\chi:G\to\mathbb C$ be a one-dimensional character, so that $\chi(xy)=\chi(x)\chi(y)$ and $\chi(1)=1$. On the ring of $N$ sites these are the Bloch phases $\chi(x)=\mathrm e^{2\pi\mathrm i kx/N}$ with integer $k$. Since $\chi(y)^{|G|}=\chi(y^{|G|})=1$, we have $|\chi(y)|=1$. Take $f=a\chi$ with $a\ge0$, and $g=c\chi$ with $c$ complex. Then $S=\sum_y a(y)$ and

$$f(y)g(y^{-1}x)=a(y)\,c\,\chi(x),\qquad (f*g)(x)=S\,c\,\chi(x),$$

so (1) holds. The choice $\chi=1$ gives the nonnegative kernel and constant signal.

Conversely, suppose equality holds and $f$ vanishes nowhere. With $r(y)=|f(y)|/(S f(y))$ and $h=f*g$, condition (1) reads $g(y^{-1}x)=r(y)h(x)$. Hence, for all group elements $a$ and $b$ (here $a$ is no longer the profile above),

$$g(ab)\,g(1)=r(a^{-1})h(b)\,r(1)h(1)=g(a)\,g(b).$$

When $g(1)\ne0$, this is the multiplication law of a Bloch phase for $g/g(1)$. The condition on $f$ matters: a kernel concentrated at the identity with value $1$ returns every signal unchanged, and so gives equality for all $g$.

## The Lean file

```lean
import Mathlib

noncomputable section

namespace YoungFiniteGroup

variable {G : Type*} [Group G] [Fintype G]

/-- Convolution of a response kernel `f` with a signal `g` on a finite group. -/
def convolve (f g : G → ℂ) (x : G) : ℂ := ∑ y, f y * g (y⁻¹ * x)

/-- Total strength of a kernel: the sum of the moduli of its values. -/
def strength (f : G → ℂ) : ℝ := ∑ y, ‖f y‖

/-- Power of a signal: the sum of its squared moduli. -/
def power (g : G → ℂ) : ℝ := ∑ x, ‖g x‖ ^ 2

/-- The phase factor `exp (i arg z)` of a complex amplitude. -/
def phase (z : ℂ) : ℂ := Complex.exp (Complex.arg z * Complex.I)

/-- Weighted squared distance between the contribution of `y` to the output at `x`,
rescaled to the full strength of the kernel, and the actual output at `x`. -/
def mismatch (f g : G → ℂ) (x y : G) : ℝ :=
  ‖f y‖ * ‖(strength f : ℂ) * (phase (f y) * g (y⁻¹ * x)) - convolve f g x‖ ^ 2

/-- An amplitude is its modulus times its phase factor. -/
theorem norm_mul_phase (z : ℂ) : (‖z‖ : ℂ) * phase z = z :=
  Complex.norm_mul_exp_arg_mul_I z

/-- Variance identity for complex amplitudes `v i` with real weights `w i`, written
without dividing by the total weight. -/
theorem weighted_spread {ι : Type*} [Fintype ι] (w : ι → ℝ) (v : ι → ℂ) :
    ∑ i, w i * ‖((∑ j, w j : ℝ) : ℂ) * v i - ∑ j, (w j : ℂ) * v j‖ ^ 2 =
      (∑ j, w j) * ((∑ j, w j) * ∑ i, w i * ‖v i‖ ^ 2
        - ‖∑ j, (w j : ℂ) * v j‖ ^ 2) := by
  obtain ⟨h, hh⟩ : ∃ h, h = ∑ j, (w j : ℂ) * v j := ⟨_, rfl⟩
  obtain ⟨W, hW⟩ : ∃ W, W = ∑ j, w j := ⟨_, rfl⟩
  have hre : h.re = ∑ j, w j * (v j).re := by rw [hh]; simp [Complex.re_sum]
  have him : h.im = ∑ j, w j * (v j).im := by rw [hh]; simp [Complex.im_sum]
  rw [← hh, ← hW]
  -- expand each square into real and imaginary parts
  have key : ∀ i, w i * ‖(W : ℂ) * v i - h‖ ^ 2 =
      W ^ 2 * (w i * ‖v i‖ ^ 2) - 2 * W * h.re * (w i * (v i).re)
        - 2 * W * h.im * (w i * (v i).im) + ‖h‖ ^ 2 * w i := by
    intro i
    simp only [Complex.sq_norm, Complex.normSq_apply, Complex.sub_re, Complex.sub_im,
      Complex.re_ofReal_mul, Complex.im_ofReal_mul]
    ring
  have hn : ‖h‖ ^ 2 = h.re ^ 2 + h.im ^ 2 := by
    rw [Complex.sq_norm, Complex.normSq_apply]; ring
  rw [Finset.sum_congr rfl (fun i _ => key i)]
  simp only [Finset.sum_add_distrib, Finset.sum_sub_distrib, ← Finset.mul_sum,
    ← hre, ← him, ← hW]
  linear_combination (2 * W) * hn

/-- Translating a signal by a group element leaves its power unchanged. -/
theorem power_translate (g : G → ℂ) (y : G) :
    ∑ x, ‖g (y⁻¹ * x)‖ ^ 2 = power g :=
  Equiv.sum_comp (Equiv.mulLeft y⁻¹) (fun x => ‖g x‖ ^ 2)

/-- The gap in Young's inequality, times the strength of the kernel, is the sum of all
mismatches. -/
theorem young_defect (f g : G → ℂ) :
    ∑ x, ∑ y, mismatch f g x y =
      strength f * (strength f ^ 2 * power g - power (convolve f g)) := by
  have h : ∀ x, ∑ y, mismatch f g x y = strength f *
      (strength f * ∑ y, ‖f y‖ * ‖g (y⁻¹ * x)‖ ^ 2 - ‖convolve f g x‖ ^ 2) := by
    intro x
    have hc : convolve f g x = ∑ y, (‖f y‖ : ℂ) * (phase (f y) * g (y⁻¹ * x)) := by
      unfold convolve
      refine Finset.sum_congr rfl fun y _ => ?_
      rw [← mul_assoc, norm_mul_phase]
    have hp : ∀ z, ‖phase z‖ = 1 := fun z => Complex.norm_exp_ofReal_mul_I _
    have hs := weighted_spread (fun y => ‖f y‖) (fun y => phase (f y) * g (y⁻¹ * x))
    simp only [norm_mul, hp, one_mul] at hs
    unfold mismatch
    rw [hc]
    exact hs
  -- exchange the sums and use translation invariance
  have hswap : ∑ x, ∑ y, ‖f y‖ * ‖g (y⁻¹ * x)‖ ^ 2 = strength f * power g := by
    rw [Finset.sum_comm]
    simp only [← Finset.mul_sum, power_translate]
    rw [strength, Finset.sum_mul]
  rw [Finset.sum_congr rfl (fun x _ => h x), ← Finset.mul_sum,
    Finset.sum_sub_distrib, ← Finset.mul_sum, hswap]
  simp only [power]
  ring

/-- Every mismatch is nonnegative. -/
theorem mismatch_nonneg (f g : G → ℂ) (x y : G) : 0 ≤ mismatch f g x y :=
  mul_nonneg (norm_nonneg _) (sq_nonneg _)

omit [Group G] in
/-- A kernel of zero strength vanishes everywhere. -/
theorem eq_zero_of_strength {f : G → ℂ} (h : strength f = 0) (y : G) : f y = 0 :=
  norm_eq_zero.1 ((Finset.sum_eq_zero_iff_of_nonneg
    (fun z _ => norm_nonneg (f z))).1 h y (Finset.mem_univ y))

/-- **Young's inequality** on a finite group: the power of `f * g` is at most the squared
strength of `f` times the power of `g`. -/
theorem young (f g : G → ℂ) :
    ∑ x, ‖convolve f g x‖ ^ 2 ≤ (∑ x, ‖f x‖) ^ 2 * ∑ x, ‖g x‖ ^ 2 := by
  change power (convolve f g) ≤ strength f ^ 2 * power g
  by_cases hS : strength f = 0
  · have hc : power (convolve f g) = 0 := by
      simp [power, convolve, eq_zero_of_strength hS]
    rw [hc, hS]; simp
  · have hpos : 0 < strength f :=
      lt_of_le_of_ne (Finset.sum_nonneg fun y _ => norm_nonneg (f y)) (Ne.symm hS)
    have nn : 0 ≤ ∑ x, ∑ y, mismatch f g x y :=
      Finset.sum_nonneg fun x _ => Finset.sum_nonneg fun y _ => mismatch_nonneg f g x y
    rw [young_defect] at nn
    have := (mul_nonneg_iff_of_pos_left hpos).1 nn
    linarith

/-- Equality holds in Young's inequality exactly when each contribution `f y * g (y⁻¹ x)` is
the fraction `‖f y‖ / strength f` of the output at `x` (written without division). -/
theorem young_eq_iff (f g : G → ℂ) :
    power (convolve f g) = strength f ^ 2 * power g ↔
      ∀ x y, (strength f : ℂ) * (f y * g (y⁻¹ * x)) = (‖f y‖ : ℂ) * convolve f g x := by
  by_cases hS : strength f = 0
  · have hf := eq_zero_of_strength hS
    exact ⟨fun _ x y => by simp [hf], fun _ => by simp [power, convolve, hS, hf]⟩
  have d := young_defect f g
  constructor
  · intro heq x y
    rw [heq, sub_self, mul_zero] at d
    -- a vanishing sum of nonnegative mismatches vanishes term by term
    have dx := (Finset.sum_eq_zero_iff_of_nonneg (fun x _ =>
      Finset.sum_nonneg fun y _ => mismatch_nonneg f g x y)).1 d x (Finset.mem_univ x)
    have dy := (Finset.sum_eq_zero_iff_of_nonneg (fun y _ =>
      mismatch_nonneg f g x y)).1 dx y (Finset.mem_univ y)
    unfold mismatch at dy
    rcases mul_eq_zero.1 dy with h | h
    · simp [norm_eq_zero.1 h]
    · have e := sub_eq_zero.1 (norm_eq_zero.1 ((pow_eq_zero_iff two_ne_zero).1 h))
      linear_combination (-((strength f : ℂ) * g (y⁻¹ * x))) * norm_mul_phase (f y)
        + (‖f y‖ : ℂ) * e
  · intro H
    have hm : ∀ x y, mismatch f g x y = 0 := by
      intro x y
      by_cases hy : f y = 0
      · simp [mismatch, hy]
      · have hn : (‖f y‖ : ℂ) ≠ 0 := Complex.ofReal_ne_zero.2 (norm_ne_zero_iff.2 hy)
        have e : (strength f : ℂ) * (phase (f y) * g (y⁻¹ * x)) = convolve f g x := by
          apply mul_left_cancel₀ hn
          linear_combination H x y
            + ((strength f : ℂ) * g (y⁻¹ * x)) * norm_mul_phase (f y)
        rw [mismatch, e, sub_self]; simp
    simp only [hm, Finset.sum_const_zero] at d
    rcases mul_eq_zero.1 d.symm with h | h
    · exact absurd h hS
    · linarith

/-- Equality holds when `g` is a multiple of a one-dimensional character `χ` and `f` is a
nonnegative profile times the same character. -/
theorem young_eq_character (a : G → ℝ) (ha : ∀ y, 0 ≤ a y) (χ : G →* ℂ) (c : ℂ) :
    power (convolve (fun y => (a y : ℂ) * χ y) (fun x => c * χ x)) =
      strength (fun y => (a y : ℂ) * χ y) ^ 2 * power (fun x => c * χ x) := by
  -- one-dimensional characters of a finite group are pure phases
  have hχ : ∀ y, ‖χ y‖ = 1 := by
    intro y
    have h : ‖χ y‖ ^ Fintype.card G = 1 := by
      rw [← norm_pow, ← map_pow, pow_card_eq_one, map_one, norm_one]
    exact (pow_eq_one_iff_of_nonneg (norm_nonneg _) Fintype.card_ne_zero).1 h
  have hn : ∀ y, ‖(a y : ℂ) * χ y‖ = a y := by
    intro y
    rw [norm_mul, hχ, mul_one, Complex.norm_real, Real.norm_of_nonneg (ha y)]
  have ht : ∀ x y, (a y : ℂ) * χ y * (c * χ (y⁻¹ * x)) = (a y : ℂ) * (c * χ x) := by
    intro x y
    have m : χ y * χ (y⁻¹ * x) = χ x := by rw [← map_mul, mul_inv_cancel_left]
    linear_combination ((a y : ℂ) * c) * m
  rw [young_eq_iff]
  intro x y
  simp only [strength, convolve, hn, ht, ← Finset.sum_mul, Complex.ofReal_sum]
  ring

/-- Equality holds for every nonnegative kernel acting on a constant signal. -/
theorem young_eq_constant (a : G → ℝ) (ha : ∀ y, 0 ≤ a y) (c : ℂ) :
    power (convolve (fun y : G => (a y : ℂ)) (fun _ => c)) =
      strength (fun y : G => (a y : ℂ)) ^ 2 * power (fun _ : G => c) := by
  have h := young_eq_character a ha 1 c
  simp only [MonoidHom.one_apply, mul_one] at h
  exact h

/-- If the kernel vanishes nowhere and equality holds, the signal obeys the multiplication
law `g (a b) g 1 = g a g b`. -/
theorem multiplicative_of_young_eq (f g : G → ℂ) (hf : ∀ y, f y ≠ 0)
    (heq : power (convolve f g) = strength f ^ 2 * power g) (a b : G) :
    g (a * b) * g 1 = g a * g b := by
  have H := (young_eq_iff f g).1 heq
  have hS : (strength f : ℂ) ≠ 0 :=
    Complex.ofReal_ne_zero.2 fun h => hf 1 (eq_zero_of_strength h 1)
  have hn : (‖f 1‖ : ℂ) ≠ 0 := Complex.ofReal_ne_zero.2 (norm_ne_zero_iff.2 (hf 1))
  -- compare the contributions of `a⁻¹` and of the identity at `b` and at `1`
  have h1 := H b a⁻¹
  have h2 := H b 1
  have h3 := H 1 a⁻¹
  have h4 := H 1 1
  simp only [inv_inv, inv_one, one_mul, mul_one] at h1 h2 h3 h4
  apply mul_left_cancel₀ (mul_ne_zero (mul_ne_zero hS (hf a⁻¹)) hn)
  linear_combination ((‖f 1‖ : ℂ) * g 1) * h1 - ((‖f 1‖ : ℂ) * g b) * h3
    - ((‖f a⁻¹‖ : ℂ) * g 1) * h2 + ((‖f a⁻¹‖ : ℂ) * g b) * h4

end YoungFiniteGroup
```

```lean
#print axioms YoungFiniteGroup.young
-- 'YoungFiniteGroup.young' depends on axioms: [propext, Classical.choice, Quot.sound]
#print axioms YoungFiniteGroup.young_eq_constant
-- 'YoungFiniteGroup.young_eq_constant' depends on axioms: [propext, Classical.choice, Quot.sound]
#print axioms YoungFiniteGroup.multiplicative_of_young_eq
-- 'YoungFiniteGroup.multiplicative_of_young_eq' depends on axioms: [propext, Classical.choice, Quot.sound]
```

## How the statements read

`Group G` and `Fintype G` are the only assumptions on the group. An additive lattice must be presented multiplicatively to fit them. The functions `convolve`, `strength`, `power` and `mismatch` are $f*g$, $S$, $P$ and $m$, and `phase` is $u$, computed from the argument of the amplitude.

`young` spells out its sums, while the equality theorems use the named quantities. `young_eq_iff` is condition (1). In `young_eq_character`, the type `G →* ℂ` supplies the multiplicative map $\chi$; its unit modulus is proved, not assumed. The profile `a` is real-valued with hypothesis `ha` for its sign. Infinite lattices and continuous groups are not covered.

## How the proof runs

`weighted_spread` is (2). It expands each square into real and imaginary parts, sums the terms, and uses $|h|^2=(\mathrm{Re}\,h)^2+(\mathrm{Im}\,h)^2$ in the last `linear_combination`.

`young_defect` is (3). Its internal statement `h` applies the variance identity at one $x$, and `hswap` exchanges the two sums and calls `power_translate`, the permutation argument.

`young` splits on whether the strength is zero. In the nonzero case it divides the positive factor $S$ out of (3) by `mul_nonneg_iff_of_pos_left`.

`young_eq_iff` applies `Finset.sum_eq_zero_iff_of_nonneg` twice, first over $x$ and then over $y$, to make each mismatch vanish. The reverse direction cancels $|f(y)|$ where it is nonzero and then reads (3) backwards.

`young_eq_character` verifies (1) directly, and `young_eq_constant` specialises it to the trivial character. `multiplicative_of_young_eq` takes (1) at the four pairs formed from $x\in\{b,1\}$ and $y\in\{a^{-1},1\}$. Its final `linear_combination` eliminates the outputs $h(b)$ and $h(1)$ without dividing, after a common nonzero factor has been introduced by `mul_left_cancel₀`.
